# Characters of irreducible pseudo-orbital multiplets from normalised plain traces

Let $C$ be a complex $n\times m$ matrix whose $m\ge 1$ columns hold the coefficients of pseudo-orbitals in an orthonormal basis, such as plane waves. Let $S$ be the $n\times n$ overlap operator of the ultrasoft or PAW method. The pseudo-orbitals are orthonormal in $S$, not in the plain inner product:

$$C^\dagger S C = 1 .$$

The symmetry operations are unitary $n\times n$ matrices $U(g)$ that commute with $S$. They mix the columns only among themselves,

$$U(g)\,C = C\,D(g),$$

so column $j$ of $D(g)$ holds the expansion coefficients of the transformed orbital $j$. The multiplet is irreducible in the following sense: a matrix that commutes with every $D(g)$ is a multiple of the identity. The character of $g$ is $\operatorname{tr} D(g)$, and "plain" means computed without $S$.

## One norm for the whole multiplet

Under these conditions there is a real number $c>0$ such that

$$C^\dagger C = c\,1, \qquad \frac{\operatorname{tr}\!\big(C^\dagger U(g)\,C\big)}{c} = \operatorname{tr}\!\big(C^\dagger S\,U(g)\,C\big)\quad\text{for all } g .$$

The right-hand side is the character. The pseudo-orbitals are therefore mutually orthogonal in the plain inner product as well, with one common squared norm $c$. For an irreducible multiplet in a finite basis, leaving out the augmentation part of $S$ changes all characters by the same factor.

## Symmetry labels for degenerate bands

A code can assign irreducible representations to bands from the characters of each degenerate set. With ultrasoft or PAW pseudo-orbitals, the direct formula applies $S$, which involves projectors and augmentation charges. A post-processing tool that reads only plane-wave coefficients can compute the plain trace instead. The identity justifies this for an irreducible multiplet, provided that the tool divides by $c$. Taking the trace of $C^\dagger C=c\,1$ gives $c=\operatorname{tr}(C^\dagger C)/m$.

The columns must span a complete multiplet. If a band window cuts through a degenerate set, $U(g)C=C\,D(g)$ fails in general.

A useful check is to form the whole matrix $C^\dagger C$, not only its trace. If it is a multiple of the identity and the other hypotheses hold, including $U(g)C=C\,D(g)$, the ratio is correct even for a reducible set, because the last step of the derivation uses irreducibility only through this fact. If it is not, the set is reducible or another hypothesis is violated. For a complete but reducible set, a small linear solve still recovers the character: $U(g)C=C\,D(g)$ gives $(C^\dagger C)^{-1}C^\dagger U(g)C=D(g)$, where the inverse exists because $C^\dagger SC=1$ makes the columns linearly independent. This repair is a remark for implementers and has no theorem in the file.

## Moving the symmetry operation through the orbitals

**The matrices $D(g)$.** Multiply $U(g)C=C\,D(g)$ from the left by $C^\dagger S$:

$$C^\dagger S\,U(g)\,C = C^\dagger S C\,D(g) = D(g).$$

**They are unitary.** Insert $C^\dagger SC=1$, then use covariance, the invariance of $S$ and the unitarity of $U(g)$:

$$\begin{aligned}
D(g)^\dagger D(g) &= (C D(g))^\dagger S\,(C D(g)) = C^\dagger U(g)^\dagger S\,U(g)\,C\\
&= C^\dagger U(g)^\dagger U(g)\,S\,C = C^\dagger S C = 1 .
\end{aligned}$$

Since $D(g)$ is a finite square matrix, $D(g)D(g)^\dagger=1$ as well.

**The adjoint relation.** It follows that

$$U(g)^\dagger C = U(g)^\dagger C\,D(g)D(g)^\dagger = U(g)^\dagger U(g)\,C\,D(g)^\dagger = C\,D(g)^\dagger ,$$

and the adjoint of this equation is $C^\dagger U(g)=D(g)\,C^\dagger$.

**Invariant operators become scalars.** Let $T$ commute with every $U(g)$. Then

$$C^\dagger T C\,D(g) = C^\dagger T\,U(g)\,C = C^\dagger U(g)\,T C = D(g)\,C^\dagger T C .$$

By irreducibility, $C^\dagger TC=t\,1$ for some complex number $t$.

**The scalar for $T=1$ is positive.** Now $C^\dagger C=t\,1$. For any column $i$, the diagonal entry gives

$$t=\sum_k |C_{ki}|^2\ge 0 .$$

If $t$ were zero, then $C^\dagger C=0$ and hence $C=0$, which contradicts $C^\dagger SC=1$ because $m\ge1$. Set $c=t>0$.

**The traces.** Finally,

$$C^\dagger U(g)\,C = C^\dagger C\,D(g) = c\,D(g) = c\,C^\dagger S\,U(g)\,C .$$

Taking the trace and dividing by $c$ gives the identity.

## The Lean file

```lean
import Mathlib

open Matrix
open scoped ComplexOrder

namespace PseudoMultipletCharacters

noncomputable section

variable {ι n m : Type*} [Fintype n] [DecidableEq n] [Fintype m] [DecidableEq m]

/-- The columns of `C` are pseudo-orbitals, orthonormal in the overlap operator `S`, which
the unitary symmetry operations `U g` mix among themselves through the matrices `D g`;
`S` commutes with every `U g`. The operations may be a whole group or a set of generators. -/
structure IsMultiplet (U : ι → Matrix n n ℂ) (S : Matrix n n ℂ) (C : Matrix n m ℂ)
    (D : ι → Matrix m m ℂ) : Prop where
  unitary : ∀ g, (U g)ᴴ * U g = 1
  invariant : ∀ g, S * U g = U g * S
  normalized : Cᴴ * S * C = 1
  covariant : ∀ g, U g * C = C * D g

/-- Irreducibility in Schur's form: a matrix that commutes with every `D g` is a multiple
of the identity. -/
def OnlyScalarsCommute (D : ι → Matrix m m ℂ) : Prop :=
  ∀ M : Matrix m m ℂ, (∀ g, M * D g = D g * M) → ∃ t : ℂ, M = t • (1 : Matrix m m ℂ)

variable {U : ι → Matrix n n ℂ} {S : Matrix n n ℂ} {C : Matrix n m ℂ}
  {D : ι → Matrix m m ℂ}

/-- The symmetry matrix of a multiplet is the matrix of `S U g` between its
pseudo-orbitals. -/
theorem IsMultiplet.rep_eq (h : IsMultiplet U S C D) (g : ι) :
    D g = Cᴴ * S * U g * C := by
  rw [Matrix.mul_assoc (Cᴴ * S), h.covariant, ← Matrix.mul_assoc, h.normalized,
    Matrix.one_mul]

/-- The symmetry matrices of a multiplet are unitary. -/
theorem IsMultiplet.rep_unitary (h : IsMultiplet U S C D) (g : ι) :
    (D g)ᴴ * D g = 1 := by
  calc (D g)ᴴ * D g = (D g)ᴴ * (Cᴴ * S * C) * D g := by
        rw [h.normalized, Matrix.mul_one]
    _ = (C * D g)ᴴ * S * (C * D g) := by
        simp only [Matrix.conjTranspose_mul, Matrix.mul_assoc]
    _ = Cᴴ * ((U g)ᴴ * (S * U g)) * C := by
        rw [← h.covariant]
        simp only [Matrix.conjTranspose_mul, Matrix.mul_assoc]
    _ = Cᴴ * ((U g)ᴴ * U g * S) * C := by
        rw [h.invariant]
        simp only [Matrix.mul_assoc]
    _ = 1 := by rw [h.unitary, Matrix.one_mul, h.normalized]

/-- A symmetry operation can be moved through the adjoint orbitals: `C† U g = D g C†`. -/
theorem IsMultiplet.adjoint_covariant (h : IsMultiplet U S C D) (g : ι) :
    Cᴴ * U g = D g * Cᴴ := by
  have hD : D g * (D g)ᴴ = 1 := mul_eq_one_comm.mp (h.rep_unitary g)
  have key : (U g)ᴴ * C = C * (D g)ᴴ := by
    calc (U g)ᴴ * C = (U g)ᴴ * (C * (D g * (D g)ᴴ)) := by rw [hD, Matrix.mul_one]
      _ = (U g)ᴴ * (U g * C) * (D g)ᴴ := by
          rw [h.covariant]
          simp only [Matrix.mul_assoc]
      _ = C * (D g)ᴴ := by rw [← Matrix.mul_assoc, h.unitary, Matrix.one_mul]
  have key' := congrArg Matrix.conjTranspose key
  simpa only [Matrix.conjTranspose_mul, Matrix.conjTranspose_conjTranspose] using key'

/-- Within an irreducible multiplet, every operator `T` that commutes with the symmetry
operations has a matrix proportional to the identity. -/
theorem IsMultiplet.invariant_scalar (h : IsMultiplet U S C D)
    (hirr : OnlyScalarsCommute D) (T : Matrix n n ℂ) (hT : ∀ g, T * U g = U g * T) :
    ∃ t : ℂ, Cᴴ * T * C = t • (1 : Matrix m m ℂ) := by
  refine hirr _ fun g => ?_
  calc Cᴴ * T * C * D g = Cᴴ * (T * U g) * C := by
        rw [Matrix.mul_assoc (Cᴴ * T), ← h.covariant]
        simp only [Matrix.mul_assoc]
    _ = Cᴴ * U g * (T * C) := by
        rw [hT]
        simp only [Matrix.mul_assoc]
    _ = D g * (Cᴴ * T * C) := by
        rw [h.adjoint_covariant]
        simp only [Matrix.mul_assoc]

/-- If the plain overlap matrix of a multiplet is `t` times the identity, then the plain
matrix of each symmetry operation is `t` times the one computed with `S`. -/
theorem IsMultiplet.plain_matrix (h : IsMultiplet U S C D) {t : ℂ}
    (ht : Cᴴ * C = t • (1 : Matrix m m ℂ)) (g : ι) :
    Cᴴ * U g * C = t • (Cᴴ * S * U g * C) := by
  rw [← h.rep_eq g, Matrix.mul_assoc, h.covariant, ← Matrix.mul_assoc, ht,
    Matrix.smul_mul, Matrix.one_mul]

/-- The pseudo-orbitals of a non-empty irreducible multiplet are mutually orthogonal with
one common squared norm `c > 0` in the plain inner product, and the plain trace of a
symmetry operation divided by `c` is its character computed with `S`. -/
theorem character_without_overlap [Nonempty m] (h : IsMultiplet U S C D)
    (hirr : OnlyScalarsCommute D) :
    ∃ c : ℝ, 0 < c ∧ Cᴴ * C = (c : ℂ) • (1 : Matrix m m ℂ) ∧
      ∀ g, (Cᴴ * U g * C).trace / (c : ℂ) = (Cᴴ * S * U g * C).trace := by
  obtain ⟨t, ht⟩ := h.invariant_scalar hirr 1 (fun g => by rw [one_mul, mul_one])
  rw [Matrix.mul_one] at ht
  obtain ⟨i⟩ := ‹Nonempty m›
  -- the scalar is the squared norm of any one column
  have htc : t = ((∑ k, Complex.normSq (C k i) : ℝ) : ℂ) := by
    have e := congrFun (congrFun ht i) i
    simp only [Matrix.mul_apply, Matrix.conjTranspose_apply, Matrix.smul_apply,
      Matrix.one_apply_eq, smul_eq_mul, mul_one] at e
    rw [← e, Complex.ofReal_sum]
    exact Finset.sum_congr rfl fun k _ => Complex.normSq_eq_conj_mul_self.symm
  have hnonneg : 0 ≤ ∑ k, Complex.normSq (C k i) :=
    Finset.sum_nonneg fun k _ => Complex.normSq_nonneg _
  -- a vanishing norm would contradict the normalisation in `S`
  have hne : ∑ k, Complex.normSq (C k i) ≠ 0 := by
    intro h0
    rw [htc, h0, Complex.ofReal_zero, zero_smul] at ht
    have hC : C = 0 := Matrix.conjTranspose_mul_self_eq_zero.mp ht
    have e := h.normalized
    rw [hC, Matrix.mul_zero] at e
    have e' := congrFun (congrFun e i) i
    simp at e'
  rw [htc] at ht
  refine ⟨_, lt_of_le_of_ne hnonneg hne.symm, ht, fun g => ?_⟩
  rw [h.plain_matrix ht g, Matrix.trace_smul, smul_eq_mul,
    mul_div_cancel_left₀ _ (Complex.ofReal_ne_zero.mpr hne)]

/-- The number 2 is its own complex conjugate. -/
lemma conj_two : (starRingEnd ℂ) 2 = 2 := map_ofNat (starRingEnd ℂ) 2

/-- Two mirror operations on the orbitals `p_x, p_y, s`: the exchange of `x` and `y`, and
the reversal of `x`. -/
def shellU : Fin 2 → Matrix (Fin 3) (Fin 3) ℂ :=
  ![!![0, 1, 0; 1, 0, 0; 0, 0, 1], !![-1, 0, 0; 0, 1, 0; 0, 0, 1]]

/-- The same two mirror operations on the pair `p_x, p_y`. -/
def shellD : Fin 2 → Matrix (Fin 2) (Fin 2) ℂ :=
  ![!![0, 1; 1, 0], !![-1, 0; 0, 1]]

/-- The `p_x, p_y` pair with overlap 4, each orbital scaled by 1/2, is an irreducible
multiplet of the two mirror operations. -/
theorem character_without_overlap_witness :
    IsMultiplet shellU !![4, 0, 0; 0, 4, 0; 0, 0, 1] !![1/2, 0; 0, 1/2; 0, 0] shellD ∧
      OnlyScalarsCommute shellD := by
  constructor
  · refine ⟨fun g => ?_, fun g => ?_, ?_, fun g => ?_⟩
    · fin_cases g <;> ext i j <;> fin_cases i <;> fin_cases j <;>
        norm_num [shellU, Matrix.mul_apply, Fin.sum_univ_succ]
    · fin_cases g <;> ext i j <;> fin_cases i <;> fin_cases j <;>
        norm_num [shellU, Matrix.mul_apply, Fin.sum_univ_succ]
    · ext i j
      fin_cases i <;> fin_cases j <;>
        norm_num [conj_two, Matrix.mul_apply, Fin.sum_univ_succ]
    · fin_cases g <;> ext i j <;> fin_cases i <;> fin_cases j <;>
        norm_num [shellU, shellD, Matrix.mul_apply, Fin.sum_univ_succ]
  · intro M hM
    -- reversal of `x` removes the off-diagonal entries, the exchange equates the others
    have a : M 0 1 = -M 0 1 := by
      simpa [shellD, Matrix.mul_apply, Fin.sum_univ_succ] using
        congrFun (congrFun (hM 1) 0) 1
    have b : -M 1 0 = M 1 0 := by
      simpa [shellD, Matrix.mul_apply, Fin.sum_univ_succ] using
        congrFun (congrFun (hM 1) 1) 0
    have d : M 0 0 = M 1 1 := by
      simpa [shellD, Matrix.mul_apply, Fin.sum_univ_succ] using
        congrFun (congrFun (hM 0) 0) 1
    have a' : M 0 1 = 0 := by linear_combination a / 2
    have b' : M 1 0 = 0 := by linear_combination -b / 2
    refine ⟨M 0 0, ?_⟩
    ext i j
    fin_cases i <;> fin_cases j <;> simp [a', b', d]

/-- Irreducibility cannot be dropped: for an even and an odd basis orbital with overlaps 1 and 4,
each rescaled to unit norm in `S`, the plain overlap matrix is not a multiple of the identity, and
the inversion has plain trace 3/4 although its character computed with `S` is 0. -/
theorem reducible_counterexample :
    let P : Matrix (Fin 2) (Fin 2) ℂ := !![1, 0; 0, -1]
    let S : Matrix (Fin 2) (Fin 2) ℂ := !![1, 0; 0, 4]
    let C : Matrix (Fin 2) (Fin 2) ℂ := !![1, 0; 0, 1/2]
    IsMultiplet (fun _ : Unit => P) S C (fun _ => P) ∧
      (∀ c : ℂ, Cᴴ * C ≠ c • (1 : Matrix (Fin 2) (Fin 2) ℂ)) ∧
      (Cᴴ * P * C).trace = 3 / 4 ∧ (Cᴴ * S * P * C).trace = 0 := by
  intro P S C
  refine ⟨?_, fun c hc => ?_, ?_, ?_⟩
  · refine ⟨fun _ => ?_, fun _ => ?_, ?_, fun _ => ?_⟩ <;> ext i j <;>
      fin_cases i <;> fin_cases j <;>
      norm_num [P, S, C, conj_two, Matrix.mul_apply, Fin.sum_univ_succ]
  · have a : (1 : ℂ) = c := by
      simpa [C, Matrix.mul_apply, Fin.sum_univ_succ] using congrFun (congrFun hc 0) 0
    have b : (1 / 2 : ℂ) * (1 / 2) = c := by
      simpa [C, conj_two, Matrix.mul_apply, Fin.sum_univ_succ] using
        congrFun (congrFun hc 1) 1
    rw [← a] at b
    norm_num at b
  · norm_num [P, C, conj_two, Matrix.trace_fin_two, Matrix.mul_apply, Fin.sum_univ_succ]
  · norm_num [P, S, C, conj_two, Matrix.trace_fin_two, Matrix.mul_apply, Fin.sum_univ_succ]

end

end PseudoMultipletCharacters
```

```lean
#print axioms PseudoMultipletCharacters.character_without_overlap
#print axioms PseudoMultipletCharacters.reducible_counterexample
```

```
'PseudoMultipletCharacters.character_without_overlap' depends on axioms: [propext, Classical.choice, Quot.sound]
'PseudoMultipletCharacters.reducible_counterexample' depends on axioms: [propext, Classical.choice, Quot.sound]
```

## From the matrix equations to the Lean proofs

The types `n` and `m` index basis functions and pseudo-orbitals, and `ι` labels the operations. `Cᴴ` is $C^\dagger$. The structure `IsMultiplet U S C D` collects the four matrix conditions from the opening: `unitary`, `invariant`, `normalized` and `covariant`. `OnlyScalarsCommute D` is the irreducibility condition, and `[Nonempty m]` is $m\ge1$. The main theorem, `character_without_overlap`, says that one real `c` is positive, satisfies $C^\dagger C=c\,1$ and gives the trace formula for every `g`.

The lemmas follow the derivation:

- `IsMultiplet.rep_eq` identifies $D(g)$ with $C^\dagger S\,U(g)\,C$.
- `IsMultiplet.rep_unitary` proves unitarity; its `calc` lines are the displayed chain.
- `IsMultiplet.adjoint_covariant` obtains $D(g)D(g)^\dagger=1$ from `mul_eq_one_comm`, proves the relation for $U(g)^\dagger C$ and takes its adjoint.
- `IsMultiplet.invariant_scalar` shows that $C^\dagger TC$ commutes with each $D(g)$ and applies irreducibility.
- `IsMultiplet.plain_matrix` is the last matrix equation. It assumes $C^\dagger C=t\,1$ and does not assume irreducibility.

The main proof applies `invariant_scalar` to $T=1$. It reads off a diagonal entry to identify the scalar with a sum of squared moduli (`htc`), excludes zero (`hne`) and takes the trace of `plain_matrix`.

`character_without_overlap_witness` checks all the hypotheses for a $p_x,p_y$ pair under two mirror operations, with overlap 4 and orbitals scaled by $1/2$. Here $c=1/4$. The matrix identities are checked entry by entry. For irreducibility, reversing $x$ removes the off-diagonal entries of a commuting matrix, and exchanging $x$ and $y$ equates the diagonal ones.

## A reducible set can give the wrong character

`reducible_counterexample` treats an even and an odd orbital as one set, as happens in an accidental degeneracy:

$$U=D=\begin{pmatrix}1&0\\0&-1\end{pmatrix},\quad
S=\begin{pmatrix}1&0\\0&4\end{pmatrix},\quad
C=\begin{pmatrix}1&0\\0&\tfrac12\end{pmatrix}.$$

All four multiplet conditions hold, but every diagonal matrix commutes with $D$, so the set is reducible. The plain overlap matrix is $\operatorname{diag}(1,\tfrac14)$, which is not a multiple of the identity. The inversion has plain trace $3/4$, while its character is $0$. No common factor can repair this: dividing by the mean squared norm $5/8$ gives $6/5$.

## Which calculations satisfy the hypotheses

The theorem uses neither a group law nor positivity of $S$. It therefore covers a unitary representation of a finite group with positive definite $S$, and also a family that contains only generators. Antiunitary operations such as time reversal are not included among the $U(g)$.

Irreducibility is assumed, not derived from a Hamiltonian or from numerical degeneracy. The invariance of $S$ is also an assumption. It holds when the operations map the atoms, together with their projectors and augmentation charges, onto equivalent ones. The basis must be closed under the operations too; a plane-wave set with a spherical cutoff in $|\mathbf k+\mathbf G|$ is closed under those that leave $\mathbf k$ unchanged up to a reciprocal lattice vector.

The equations are between complex matrices, and the theorem gives no error bound for rounding, incompletely converged orbitals or a grid that breaks the symmetry. A code needs its own tolerance when it tests whether $C^\dagger C$ is a multiple of the identity.
